# In an N-electron state, occupations outside a reference determinant bound its weight

## States as amplitudes on sets of orbitals

An electronic state is represented here by a function ψ that assigns a complex amplitude to every set of orbitals, whatever the size of the set, and a separate condition fixes the electron number. The orbitals are finitely many orthonormal spin orbitals, and a set S stands for the Slater determinant in which exactly the orbitals in S are occupied. The sign convention for ordering the orbitals plays no role, because only the weights

w(S) = |ψ(S)|²

enter. The condition on ψ is that w(S) = 0 unless S has N elements, and that the weights sum to one.

Fix a reference determinant D with N electrons. Single-reference diagrammatics defines particles and holes relative to such a determinant, and the weight w(D) is one measure of how well D represents the state. The mean occupation of orbital p is

n(p) = sum of w(S) over all S that contain p,

which is the diagonal element of the one-particle density matrix in the chosen orbitals. Let q be the sum of n(p) over the orbitals outside D.

## Two bounds on the missing weight

Write m = 1 − w(D) for the weight missing from the reference. The result is

m ≤ q ≤ N m.

For N ≥ 1 this is the same as q/N ≤ m ≤ q, or

1 − q ≤ w(D) ≤ 1 − q/N.

If no determinant in ψ is more than k-fold excited from D, as in truncated configuration interaction, then N can be replaced by k in the upper bound on q.

For a pure state of fixed electron number in a finite orbital basis, the occupations alone therefore confine the reference weight to an interval. For N ≥ 1 the interval has width q(1 − 1/N), and the lower bound 1 − q is empty once q ≥ 1. The bounds involve no Hamiltonian and do not address the convergence of a diagrammatic series.

## Counting excitations

Let e(S) = |S \ D| be the number of orbitals in S that lie outside D, which is the excitation level of S. Exchanging the sums over orbitals and determinants gives

q = Σ_{p∉D} Σ_{S∋p} w(S) = Σ_S e(S) w(S).

So q is the mean excitation level. It is also the total depletion of the reference orbitals. The same exchange over all orbitals gives Σ_p n(p) = Σ_S |S| w(S) = N, and hence

Σ_{p∈D} (1 − n(p)) = N − Σ_{p∈D} n(p) = q.

For the bounds, note that e(D) = 0, so D drops out of the sum for q. Normalization gives

m = Σ_{S≠D} w(S), q = Σ_{S≠D} e(S) w(S).

Take S ≠ D with N electrons. If e(S) were 0, S would be contained in D, and since both have N elements they would be equal. Hence e(S) ≥ 1. Also e(S) ≤ N, because S \ D is part of S. Multiplying 1 ≤ e(S) ≤ N by w(S) ≥ 0 and summing gives m ≤ q ≤ N m. With e(S) ≤ k for all contributing S, the same sum gives q ≤ k m.

## Equality and the dominant determinant

The gaps in the two bounds are

q − m = Σ_{S≠D} (e(S) − 1) w(S),

k m − q = Σ_{S≠D} (k − e(S)) w(S).

The terms of the first sum are nonnegative, and so are those of the second when e(S) ≤ k for all contributing S, as the bound q ≤ k m assumes. A gap then vanishes only if each of its terms does. Thus q = m exactly when nothing beyond single excitations contributes, and q = k m exactly when every contributing determinant other than D is k-fold excited.

If q < 1/2, then m < 1/2 and w(D) > 1/2. Any other determinant has w(S) ≤ m < 1/2, so D has the strictly largest amplitude in modulus.

For an explicit example, take another N-electron determinant E and give D and E the amplitudes √(1 − t) and √t, with 0 ≤ t ≤ 1. Then m = t and q = e(E) t. A singly excited E gives q = m. An E that shares no orbital with D gives q = N m.

## Reading the Lean statements

The type `ι` is the set of spin orbitals, a `Finset ι` is a determinant, and `ψ : Finset ι → ℂ` holds the amplitudes. The two fields of `IsState N ψ` are the particle-number condition `number` and the unit norm `normalized`. The definition `occupation ψ p` is n(p), and `promoted ψ D` is q, with `Dᶜ` denoting the orbitals outside D.

The main theorem, `reference_weight_bounds`, says: if ψ is a normalized N-electron state and D has N orbitals, then m ≤ q and q ≤ N m. The product form avoids a division and also holds for N = 0, where both sides vanish. Nothing requires ψ(D) to be nonzero.

The hypothesis `hD : D.card = N` says that the reference has as many electrons as the state. The lower bound would fail if determinants strictly contained in D could contribute: a state consisting of one such determinant has q = 0 but m = 1. In `truncated_bounds`, the hypothesis `hk` expresses the truncation at excitation level k, where k need not be the smallest possible value.

The setting leaves out infinite orbital bases, ensembles, and states without a definite particle number, such as BCS states.

```lean
import Mathlib

open Finset

namespace ReferenceWeight

noncomputable section

variable {ι : Type*} [Fintype ι] [DecidableEq ι]

/-- A normalized `N`-electron state: only determinants with `N` occupied orbitals have
nonzero amplitude, and the squared amplitudes sum to one. -/
structure IsState (N : ℕ) (ψ : Finset ι → ℂ) : Prop where
  number : ∀ S, ψ S ≠ 0 → S.card = N
  normalized : ∑ S, ‖ψ S‖ ^ 2 = 1

/-- The total weight of the determinants containing orbital `p`. For a normalized `ψ` this is the
mean occupation of `p`. -/
def occupation (ψ : Finset ι → ℂ) (p : ι) : ℝ :=
  ∑ S : Finset ι, if p ∈ S then ‖ψ S‖ ^ 2 else 0

/-- The sum `q` of `occupation ψ p` over the orbitals `p` outside the reference determinant `D`. -/
def promoted (ψ : Finset ι → ℂ) (D : Finset ι) : ℝ :=
  ∑ p ∈ Dᶜ, occupation ψ p

/-- The occupation outside the reference is a sum over determinants: each determinant `S`
contributes its weight times the number of its orbitals outside `D`. For a normalized `ψ` this is
the mean excitation level. -/
theorem promoted_eq_mean_excitation (ψ : Finset ι → ℂ) (D : Finset ι) :
    promoted ψ D = ∑ S : Finset ι, ((S \ D).card : ℝ) * ‖ψ S‖ ^ 2 := by
  unfold promoted occupation
  rw [Finset.sum_comm]
  refine Finset.sum_congr rfl fun S _ => ?_
  have hf : Dᶜ.filter (fun p => p ∈ S) = S \ D := by
    ext p
    simp [and_comm]
  rw [← Finset.sum_filter, Finset.sum_const, nsmul_eq_mul, hf]

/-- Particle-hole balance: in a normalized `N`-electron state, the total depletion of the `N`
reference orbitals equals the total occupation of the other orbitals. -/
theorem depletion_eq_promoted {N : ℕ} {ψ : Finset ι → ℂ} {D : Finset ι}
    (h : IsState N ψ) (hD : D.card = N) :
    ∑ p ∈ D, (1 - occupation ψ p) = promoted ψ D := by
  -- the occupations of all orbitals add up to the electron number
  have total : ∑ p, occupation ψ p = (N : ℝ) := by
    have h0 := promoted_eq_mean_excitation ψ ∅
    simp only [promoted, Finset.compl_empty, Finset.sdiff_empty] at h0
    rw [h0]
    calc ∑ S : Finset ι, (S.card : ℝ) * ‖ψ S‖ ^ 2
        = ∑ S : Finset ι, (N : ℝ) * ‖ψ S‖ ^ 2 := by
          refine Finset.sum_congr rfl fun S _ => ?_
          by_cases hS : ψ S = 0
          · simp [hS]
          · rw [h.number S hS]
      _ = N := by rw [← Finset.mul_sum, h.normalized, mul_one]
  have split := Finset.sum_add_sum_compl D (occupation ψ)
  rw [Finset.sum_sub_distrib, Finset.sum_const, nsmul_eq_mul, mul_one, hD]
  unfold promoted
  linarith

/-- In a normalized `N`-electron state, the weight missing from `D` is carried by the other
determinants. -/
theorem missing_weight {N : ℕ} {ψ : Finset ι → ℂ} (h : IsState N ψ) (D : Finset ι) :
    1 - ‖ψ D‖ ^ 2 = ∑ S ∈ univ.erase D, ‖ψ S‖ ^ 2 := by
  have e : ‖ψ D‖ ^ 2 + ∑ S ∈ univ.erase D, ‖ψ S‖ ^ 2 = ∑ S, ‖ψ S‖ ^ 2 :=
    Finset.add_sum_erase univ (fun S => ‖ψ S‖ ^ 2) (mem_univ D)
  rw [h.normalized] at e
  linarith

private lemma promoted_erase (ψ : Finset ι → ℂ) (D : Finset ι) :
    promoted ψ D = ∑ S ∈ univ.erase D, ((S \ D).card : ℝ) * ‖ψ S‖ ^ 2 := by
  rw [promoted_eq_mean_excitation]
  symm
  apply Finset.sum_erase
  simp

omit [Fintype ι] in
private lemma one_le_excitation {S D : Finset ι} (hc : S.card = D.card) (hne : S ≠ D) :
    1 ≤ (S \ D).card := by
  rw [Nat.one_le_iff_ne_zero]
  intro h0
  have hsub : S ⊆ D := Finset.sdiff_eq_empty_iff_subset.1 (Finset.card_eq_zero.1 h0)
  exact hne (Finset.eq_of_subset_of_card_le hsub hc.ge)

private lemma lower_term {N : ℕ} {ψ : Finset ι → ℂ} {D : Finset ι}
    (h : IsState N ψ) (hD : D.card = N) :
    ∀ S ∈ univ.erase D, ‖ψ S‖ ^ 2 ≤ ((S \ D).card : ℝ) * ‖ψ S‖ ^ 2 := by
  intro S hS
  by_cases h0 : ψ S = 0
  · simp [h0]
  · have h1 := one_le_excitation ((h.number S h0).trans hD.symm) (Finset.ne_of_mem_erase hS)
    exact le_mul_of_one_le_left (sq_nonneg _) (by exact_mod_cast h1)

private lemma upper_term {ψ : Finset ι → ℂ} {D : Finset ι} {k : ℕ}
    (hk : ∀ S, ψ S ≠ 0 → (S \ D).card ≤ k) :
    ∀ S ∈ univ.erase D, ((S \ D).card : ℝ) * ‖ψ S‖ ^ 2 ≤ (k : ℝ) * ‖ψ S‖ ^ 2 := by
  intro S _
  by_cases h0 : ψ S = 0
  · simp [h0]
  · exact mul_le_mul_of_nonneg_right (by exact_mod_cast hk S h0) (sq_nonneg _)

/-- For a normalized `N`-electron state with at most `k`-fold excitations from an `N`-electron
reference, `q` lies between the missing reference weight and `k` times that weight. -/
theorem truncated_bounds {N k : ℕ} {ψ : Finset ι → ℂ} {D : Finset ι}
    (h : IsState N ψ) (hD : D.card = N) (hk : ∀ S, ψ S ≠ 0 → (S \ D).card ≤ k) :
    1 - ‖ψ D‖ ^ 2 ≤ promoted ψ D ∧ promoted ψ D ≤ k * (1 - ‖ψ D‖ ^ 2) := by
  rw [missing_weight h D, promoted_erase, Finset.mul_sum]
  exact ⟨Finset.sum_le_sum (lower_term h hD), Finset.sum_le_sum (upper_term hk)⟩

/-- For every normalized `N`-electron state and `N`-electron reference, the occupation outside
the reference lies between the missing reference weight and `N` times that weight. -/
theorem reference_weight_bounds {N : ℕ} {ψ : Finset ι → ℂ} {D : Finset ι}
    (h : IsState N ψ) (hD : D.card = N) :
    1 - ‖ψ D‖ ^ 2 ≤ promoted ψ D ∧ promoted ψ D ≤ N * (1 - ‖ψ D‖ ^ 2) :=
  truncated_bounds h hD fun S hS =>
    (Finset.card_le_card Finset.sdiff_subset).trans (h.number S hS).le

/-- For a normalized `N`-electron state and `N`-electron reference, `q` equals the missing
weight exactly when no determinant beyond single excitations contributes. -/
theorem lower_equality_iff {N : ℕ} {ψ : Finset ι → ℂ} {D : Finset ι}
    (h : IsState N ψ) (hD : D.card = N) :
    1 - ‖ψ D‖ ^ 2 = promoted ψ D ↔ ∀ S, ψ S ≠ 0 → (S \ D).card ≤ 1 := by
  rw [missing_weight h D, promoted_erase, Finset.sum_eq_sum_iff_of_le (lower_term h hD)]
  constructor
  · intro H S hS
    by_cases hSD : S = D
    · simp [hSD]
    · have e := H S (Finset.mem_erase.2 ⟨hSD, mem_univ S⟩)
      have pos : 0 < ‖ψ S‖ ^ 2 := pow_pos (norm_pos_iff.2 hS) 2
      have h1 : ((S \ D).card : ℝ) = 1 := mul_right_cancel₀ pos.ne' (by linarith)
      exact_mod_cast h1.le
  · intro H S hS
    by_cases h0 : ψ S = 0
    · simp [h0]
    · have h1 := one_le_excitation ((h.number S h0).trans hD.symm) (Finset.ne_of_mem_erase hS)
      rw [le_antisymm (H S h0) h1, Nat.cast_one, one_mul]

/-- For a normalized `N`-electron state in which every contributing determinant has at most `k`
orbitals outside `D` (is at most `k`-fold excited), `q` equals `k` times the missing weight exactly
when every contributing determinant other than `D` is `k`-fold excited. -/
theorem upper_equality_iff {N k : ℕ} {ψ : Finset ι → ℂ} {D : Finset ι}
    (h : IsState N ψ) (hk : ∀ S, ψ S ≠ 0 → (S \ D).card ≤ k) :
    promoted ψ D = k * (1 - ‖ψ D‖ ^ 2) ↔ ∀ S, S ≠ D → ψ S ≠ 0 → (S \ D).card = k := by
  rw [missing_weight h D, promoted_erase, Finset.mul_sum,
    Finset.sum_eq_sum_iff_of_le (upper_term hk)]
  constructor
  · intro H S hSD hS
    have e := H S (Finset.mem_erase.2 ⟨hSD, mem_univ S⟩)
    have pos : 0 < ‖ψ S‖ ^ 2 := pow_pos (norm_pos_iff.2 hS) 2
    exact_mod_cast mul_right_cancel₀ pos.ne' e
  · intro H S hS
    by_cases h0 : ψ S = 0
    · simp [h0]
    · rw [H S (Finset.ne_of_mem_erase hS) h0]

/-- If a normalized `N`-electron state has less than half an electron outside an `N`-electron
reference, the reference amplitude is strictly larger in modulus than every other amplitude. -/
theorem reference_dominates {N : ℕ} {ψ : Finset ι → ℂ} {D S : Finset ι}
    (h : IsState N ψ) (hD : D.card = N) (hq : promoted ψ D < 1 / 2) (hS : S ≠ D) :
    ‖ψ S‖ < ‖ψ D‖ := by
  have h1 : ‖ψ S‖ ^ 2 ≤ ∑ T ∈ univ.erase D, ‖ψ T‖ ^ 2 :=
    Finset.single_le_sum (f := fun T => ‖ψ T‖ ^ 2) (fun T _ => sq_nonneg _)
      (Finset.mem_erase.2 ⟨hS, mem_univ S⟩)
  rw [← missing_weight h D] at h1
  have h2 := (reference_weight_bounds h hD).1
  exact lt_of_pow_lt_pow_left₀ 2 (norm_nonneg _) (by linarith)

/-- The superposition of determinants `D` and `E` with amplitudes `√(1 - t)` and `√t`,
for `D ≠ E` and `0 ≤ t ≤ 1`. -/
def twoDet (D E : Finset ι) (t : ℝ) (S : Finset ι) : ℂ :=
  if S = D then ((√(1 - t) : ℝ) : ℂ) else if S = E then ((√t : ℝ) : ℂ) else 0

/-- For distinct `N`-electron determinants and `0 ≤ t ≤ 1`, the two-determinant state is
normalized, has reference weight `1 - t`, and has `q` equal to `t` times the excitation level
of `E`. -/
theorem twoDet_witness {N : ℕ} {D E : Finset ι} {t : ℝ} (hD : D.card = N) (hE : E.card = N)
    (hne : D ≠ E) (ht0 : 0 ≤ t) (ht1 : t ≤ 1) :
    IsState N (twoDet D E t) ∧ ‖twoDet D E t D‖ ^ 2 = 1 - t ∧
      promoted (twoDet D E t) D = (E \ D).card * t := by
  have hn : ∀ x : ℝ, 0 ≤ x → ‖((√x : ℝ) : ℂ)‖ ^ 2 = x := by
    intro x hx
    rw [Complex.norm_real, Real.norm_eq_abs, sq_abs, Real.sq_sqrt hx]
  -- the weights are concentrated on the two determinants
  have hsq : ∀ S, ‖twoDet D E t S‖ ^ 2 =
      (if S = D then 1 - t else 0) + (if S = E then t else 0) := by
    intro S
    by_cases h1 : S = D
    · have h2 : S ≠ E := fun h => hne (h1.symm.trans h)
      simp only [twoDet, if_pos h1, if_neg h2, hn _ (sub_nonneg.2 ht1), add_zero]
    · by_cases h2 : S = E
      · simp only [twoDet, if_neg h1, if_pos h2, hn _ ht0, zero_add]
      · simp [twoDet, h1, h2]
  refine ⟨⟨?_, ?_⟩, ?_, ?_⟩
  · intro S hS
    by_contra hc
    have h1 : S ≠ D := fun h => hc (h ▸ hD)
    have h2 : S ≠ E := fun h => hc (h ▸ hE)
    exact hS (by simp [twoDet, h1, h2])
  · simp [hsq, Finset.sum_add_distrib]
  · simp [hsq, hne]
  · rw [promoted_eq_mean_excitation]
    simp [hsq, mul_add, Finset.sum_add_distrib]

end

end ReferenceWeight
```

```lean
#print axioms ReferenceWeight.reference_weight_bounds
-- 'ReferenceWeight.reference_weight_bounds' depends on axioms: [propext, Classical.choice, Quot.sound]
#print axioms ReferenceWeight.lower_equality_iff
-- 'ReferenceWeight.lower_equality_iff' depends on axioms: [propext, Classical.choice, Quot.sound]
#print axioms ReferenceWeight.upper_equality_iff
-- 'ReferenceWeight.upper_equality_iff' depends on axioms: [propext, Classical.choice, Quot.sound]
#print axioms ReferenceWeight.reference_dominates
-- 'ReferenceWeight.reference_dominates' depends on axioms: [propext, Classical.choice, Quot.sound]
```

## From occupations to excitation levels in Lean

`promoted_eq_mean_excitation` is the exchange of sums. `Finset.sum_comm` swaps the order, and for each S the remaining sum over orbitals outside D adds the same weight once for every element of `S \ D`.

`depletion_eq_promoted` needs the total occupation N. It obtains this by applying the previous theorem to the empty reference, for which every orbital counts as outside. It then splits the total into orbitals inside and outside D, and `linarith` rearranges the result.

`missing_weight` separates D from the normalization sum, giving the formula for m. `promoted_erase` removes D from the sum for q, which is allowed because its excitation level is zero. Both quantities are now sums over the same set, `univ.erase D`.

## Comparing the two sums term by term

`one_le_excitation` is the argument that a determinant other than D with the same electron number has at least one orbital outside D. `lower_term` turns it into w(S) ≤ e(S) w(S), and `upper_term` proves e(S) w(S) ≤ k w(S). Each treats the case `ψ S = 0` separately, because the conditions on electron number and excitation level restrict only sets with nonzero amplitude. The other sets also appear in the sum and contribute nothing.

`truncated_bounds` rewrites m and q as these sums and applies `Finset.sum_le_sum` twice. `reference_weight_bounds` is the case k = N, with the truncation hypothesis supplied by the inclusion of `S \ D` in S.

The equality theorems, `lower_equality_iff` and `upper_equality_iff`, use `Finset.sum_eq_sum_iff_of_le`: when one sum dominates another term by term, the sums agree exactly when all terms agree. For a contributing determinant the weight is positive and can be cancelled, which leaves e(S) = 1 or e(S) = k. Setting k = N in the second theorem describes equality in the general upper bound.

`reference_dominates` bounds a single weight by m through `Finset.single_le_sum`, combines this with m ≤ q < 1/2, and passes from squared moduli to moduli.

Finally, `twoDet` defines the two-determinant state. In the proof of `twoDet_witness`, `hn` evaluates the squared modulus of a square root, and `hsq` writes the weight of any S as a contribution 1 − t at D plus a contribution t at E. Particle number follows because every other amplitude is zero. The norm, the reference weight and q = e(E) t then follow by inserting `hsq` into the corresponding expressions.
